# Lorentzian broadening lowers the $C_6$ of a finite oscillator model to first order in the width

In atomic units, take finitely many undamped oscillators, at least one, with strengths $f_i>0$ and frequencies $w_i>0$. Their polarizability at the imaginary frequency $iu$ is

$$a(u)=\sum_i \frac{f_i}{w_i^2+u^2}.$$

A Lorentzian broadening of half-width $h>0$, made by shifting the complex frequency by $ih$, replaces $a(u)$ by $a(u+h)$, and the dispersion coefficient for two identical such systems becomes

$$C_6(h)=\frac{3}{\pi}\int_0^\infty a(u+h)^2\,du .$$

Then

$$0< C_6(0)-C_6(h)\le \frac{3}{\pi}\,a(0)^2\,h,
\qquad
\lim_{h\to0^+}\frac{C_6(0)-C_6(h)}{h}=\frac{3}{\pi}\,a(0)^2 .$$

The constant in the linear bound is the best possible, even if only arbitrarily small widths are considered.

## Broadening as a shift of the complex frequency

In atomic units, the isotropic polarizability of the model at complex frequency $z$ is

$$\sum_i \frac{f_i}{w_i^2-z^2}.$$

Its poles lie on the real axis at $\pm w_i$. To obtain a smooth absorption spectrum, one evaluates it at $z+ih$ instead of $z$. In the imaginary part of the polarizability, each sharp line at $\pm w_i$ then becomes a Lorentzian of half-width $h$ at half maximum, with a negative sign for the lines at $-w_i$.

The Casimir–Polder integral for $C_6$ needs the polarizability at $z=iu$. If the same shift is left on there, the argument is $iu+ih=i(u+h)$, and since $-(i(u+h))^2=(u+h)^2$, the polarizability becomes

$$\sum_i\frac{f_i}{w_i^2+(u+h)^2}=a(u+h).$$

On the imaginary axis there are no poles to smooth, so the shift only introduces an error. For a response with finitely many undamped transitions, as in adiabatic linear response of a molecule with a stable ground state in a finite basis, the result bounds that error in the orientation-averaged $C_6$ and gives its leading term when a width chosen for spectra is carried over into a $C_6$ calculation.

## The lost window of imaginary frequencies

**The integral is finite.** Each term of $a$ decreases as $u^2$ grows, so $0\le a(u)\le a(0)$ and therefore $a(u)^2\le a(0)\,a(u)$. The right-hand side is integrable, because

$$\int_0^\infty\frac{f_i}{w_i^2+u^2}\,du=\frac{\pi f_i}{2w_i}.$$

**The loss is an integral over a short interval.** Substitute $v=u+h$:

$$C_6(h)=\frac3\pi\int_h^\infty a(v)^2\,dv .$$

Subtracting this from $C_6(0)$ leaves

$$C_6(0)-C_6(h)=\frac3\pi\int_0^h a(u)^2\,du .$$

Broadening thus removes the contribution of the imaginary frequencies between $0$ and $h$, where the polarizability is largest.

**Bounds.** For $0\le u\le h$ we have $a(h)\le a(u)\le a(0)$. All three are nonnegative, so squaring keeps the order, and integration over the interval gives

$$\frac3\pi a(h)^2h\;\le\; C_6(0)-C_6(h)\;\le\;\frac3\pi a(0)^2h .$$

With at least one oscillator, $a(h)>0$, so the loss is strictly positive for $h>0$.

**Limit.** Divide by $h$. The upper bound is constant, and the lower one tends to it because $a$ is continuous at zero. The quotient is squeezed to $(3/\pi)a(0)^2$.

**Best constant.** Suppose the loss is at most $Kh$ for all $0<h<\delta$, with some $\delta>0$. Then the quotient is at most $K$ on that range, and so is its limit. Hence $K\ge(3/\pi)a(0)^2$.

## One oscillator with unit strength and frequency

Let $f=w=1$, so that $a(u)=1/(1+u^2)$ and $a(0)=1$. An antiderivative of $1/(1+u^2)^2$ is $\tfrac12\left[u/(1+u^2)+\arctan u\right]$. This gives $C_6(0)=\tfrac3\pi\cdot\tfrac\pi4=0.75$ and

$$C_6(0)-C_6(h)=\frac{3}{2\pi}\left[\frac{h}{1+h^2}+\arctan h\right].$$

For $h=0.1$ the bracket is $0.09901+0.09967=0.19868$, and the loss is $0.0949$. The lower bound is $0.0936$ and the upper bound $0.0955$. A half-width of one tenth of the transition frequency therefore costs nearly 13% of $C_6$.

For $h=1$ the loss is $0.614$, between the bounds $0.239$ and $0.955$. The upper bound now exceeds $C_6(0)$ itself: it remains true, but it is informative only for small widths.

## The statement in Lean

The oscillators are labelled by a finite type `ι`, and `f` and `w` are real functions on it. The definitions are:

- `response f w z`, the polarizability at complex frequency $z$;
- `alpha f w u`, which is $a(u)$;
- `C6 f w h`, which is $C_6(h)$, with `Ioi (0 : ℝ)` standing for the half-line $u>0$.

The broadened polarizability is written directly into `C6` as `alpha f w (u + h)`, and the integrand is its square. The theorem `response_shift` connects it to the physics: it proves that `response` at $iu+ih$ equals `alpha f w (u + h)`.

The hypotheses `hf` and `hw` say that every strength and every frequency is positive. Transitions of zero strength contribute nothing to $a(u)$ and are left out of the list. Three theorems carry the result:

- `broadening_loss_bounds` gives the strict positivity and the linear upper bound for $h>0$. It also assumes `Nonempty ι`, since with no oscillators the loss is zero.
- `broadening_loss_rate` gives the limit. The filter `𝓝[>] 0` means that $h$ approaches zero from above.
- `loss_constant_optimal` says that any `K` which works for all $0<h<\delta$ is at least $(3/\pi)a(0)^2$.

The model has limits. Both partners are the same system, described by its isotropic polarizability, all transitions share one width, and a continuum of transitions is excluded. The broadening is the shift $z\to z+ih$ and not a friction term in each oscillator. Friction would give denominators $w_i^2+u^2+\gamma u$ with a damping rate $\gamma$, whereas the shift gives $w_i^2+u^2+2hu+h^2$.

```lean
import Mathlib

open MeasureTheory Filter Set
open scoped Real Topology

namespace BroadenedDispersion

noncomputable section

variable {ι : Type*} [Fintype ι]

/-- Polarizability at complex frequency `z` of undamped oscillators with strengths `f i` and
frequencies `w i`, for `z` away from the poles `± w i`. -/
def response (f w : ι → ℝ) (z : ℂ) : ℂ :=
  ∑ i, (f i : ℂ) / ((w i : ℂ) ^ 2 - z ^ 2)

/-- Polarizability at the imaginary frequency `iu`, for nonzero oscillator frequencies `w i`. -/
def alpha (f w : ι → ℝ) (u : ℝ) : ℝ :=
  ∑ i, f i / (w i ^ 2 + u ^ 2)

/-- The Casimir-Polder integral for the `C6` coefficient of two identical systems, computed from
the polarizability with broadening `h`, for nonzero oscillator frequencies `w i`. -/
def C6 (f w : ι → ℝ) (h : ℝ) : ℝ :=
  3 / π * ∫ u in Ioi (0 : ℝ), alpha f w (u + h) ^ 2

/-- Shifting the complex frequency by `ih` turns the polarizability at `iu` into
`alpha (u + h)`. -/
theorem response_shift (f w : ι → ℝ) (u h : ℝ) :
    response f w (Complex.I * u + Complex.I * h) = (alpha f w (u + h) : ℂ) := by
  unfold response alpha
  push_cast
  refine Finset.sum_congr rfl fun i _ => ?_
  congr 1
  linear_combination (-((u : ℂ) + h) ^ 2) * Complex.I_sq

/-- For positive strengths and frequencies, the polarizability at imaginary frequency does not
increase when the magnitude of the frequency grows. -/
theorem alpha_anti {f w : ι → ℝ} (hf : ∀ i, 0 < f i) (hw : ∀ i, 0 < w i)
    {u v : ℝ} (huv : u ^ 2 ≤ v ^ 2) : alpha f w v ≤ alpha f w u := by
  unfold alpha
  refine Finset.sum_le_sum fun i _ => ?_
  have hwi := hw i
  exact div_le_div_of_nonneg_left (hf i).le (by positivity) (by linarith)

/-- For positive strengths and frequencies, the polarizability at imaginary frequency is
nonnegative. -/
theorem alpha_nonneg {f w : ι → ℝ} (hf : ∀ i, 0 < f i) (hw : ∀ i, 0 < w i) (u : ℝ) :
    0 ≤ alpha f w u := by
  unfold alpha
  refine Finset.sum_nonneg fun i _ => ?_
  have hfi := hf i
  have hwi := hw i
  positivity

/-- For positive oscillator frequencies, the polarizability is continuous along the imaginary
frequency axis. -/
theorem alpha_continuous (f : ι → ℝ) {w : ι → ℝ} (hw : ∀ i, 0 < w i) :
    Continuous (alpha f w) := by
  show Continuous fun u : ℝ => ∑ i, f i / (w i ^ 2 + u ^ 2)
  refine continuous_finsetSum _ fun i _ => ?_
  refine continuous_const.div (by fun_prop) fun u => ?_
  have hwi := hw i
  positivity

/-- For positive strengths and frequencies, the squared polarizability is integrable over the
imaginary frequency axis. -/
theorem alpha_sq_integrable {f w : ι → ℝ} (hf : ∀ i, 0 < f i) (hw : ∀ i, 0 < w i) :
    Integrable (fun u : ℝ => alpha f w u ^ 2) := by
  -- each oscillator contributes a rescaled Lorentzian
  have h1 : Integrable (fun u : ℝ => alpha f w u) := by
    show Integrable fun u : ℝ => ∑ i, f i / (w i ^ 2 + u ^ 2)
    refine MeasureTheory.integrable_finsetSum _ fun i _ => ?_
    have hwi := hw i
    have hne := hwi.ne'
    refine ((integrable_inv_one_add_sq.comp_div hne).const_mul (f i / w i ^ 2)).congr
      (ae_of_all _ fun u => ?_)
    have hd : w i ^ 2 + u ^ 2 ≠ 0 := by positivity
    show f i / w i ^ 2 * (1 + (u / w i) ^ 2)⁻¹ = f i / (w i ^ 2 + u ^ 2)
    have e : 1 + (u / w i) ^ 2 = (w i ^ 2 + u ^ 2) / w i ^ 2 := by field_simp
    rw [e]
    field_simp
  -- the square is dominated by the static value times the polarizability
  refine (h1.const_mul (alpha f w 0)).mono'
    ((alpha_continuous f hw).pow 2).aestronglyMeasurable (ae_of_all _ fun u => ?_)
  have h0 := alpha_nonneg hf hw u
  have hle : alpha f w u ≤ alpha f w 0 := alpha_anti hf hw (by nlinarith [sq_nonneg u])
  rw [Real.norm_of_nonneg (sq_nonneg _), pow_two]
  exact mul_le_mul_of_nonneg_right hle h0

/-- For positive strengths and frequencies, the `C6` lost to a broadening `h ≥ 0` is the
contribution of the imaginary frequencies between `0` and `h`. -/
theorem loss_eq_window {f w : ι → ℝ} (hf : ∀ i, 0 < f i) (hw : ∀ i, 0 < w i)
    {h : ℝ} (hh : 0 ≤ h) :
    C6 f w 0 - C6 f w h = 3 / π * ∫ u in (0 : ℝ)..h, alpha f w u ^ 2 := by
  have hint := alpha_sq_integrable hf hw
  -- translate the integration variable by the broadening
  have hshift : ∫ u in Ioi (0 : ℝ), alpha f w (u + h) ^ 2
      = ∫ u in Ioi h, alpha f w u ^ 2 := by
    have key := (measurePreserving_add_right (volume : Measure ℝ) h).setIntegral_preimage_emb
      (measurableEmbedding_addRight h) (fun u => alpha f w u ^ 2) (Ioi h)
    have hset : (fun x : ℝ => x + h) ⁻¹' Ioi h = Ioi 0 := by
      ext x
      simp
    rw [hset] at key
    exact key
  -- split the half-line at `h`
  have hsplit : ∫ u in Ioi (0 : ℝ), alpha f w u ^ 2
      = (∫ u in Ioc 0 h, alpha f w u ^ 2) + ∫ u in Ioi h, alpha f w u ^ 2 := by
    rw [← Ioc_union_Ioi_eq_Ioi hh]
    exact setIntegral_union
      (Set.disjoint_left.mpr fun x hx hx' => not_lt_of_ge hx.2 hx')
      measurableSet_Ioi hint.integrableOn hint.integrableOn
  unfold C6
  simp only [add_zero]
  rw [hshift, hsplit, intervalIntegral.integral_of_le hh]
  ring

/-- For positive strengths and frequencies and `h ≥ 0`, the loss in `C6` lies between
`(3/π) h` times the squared polarizability at `ih` and `(3/π) h` times its static square. -/
theorem loss_two_sided {f w : ι → ℝ} (hf : ∀ i, 0 < f i) (hw : ∀ i, 0 < w i)
    {h : ℝ} (hh : 0 ≤ h) :
    3 / π * alpha f w h ^ 2 * h ≤ C6 f w 0 - C6 f w h ∧
      C6 f w 0 - C6 f w h ≤ 3 / π * alpha f w 0 ^ 2 * h := by
  have hc : Continuous fun u : ℝ => alpha f w u ^ 2 := (alpha_continuous f hw).pow 2
  have hconst : ∀ c : ℝ, ∫ _u in (0 : ℝ)..h, c = c * h := fun c => by
    rw [intervalIntegral.integral_const, smul_eq_mul, sub_zero, mul_comm]
  have hpi : 0 ≤ 3 / π := by positivity
  rw [loss_eq_window hf hw hh, mul_assoc, mul_assoc, ← hconst, ← hconst]
  constructor
  · refine mul_le_mul_of_nonneg_left ?_ hpi
    refine intervalIntegral.integral_mono_on hh (continuous_const.intervalIntegrable 0 h)
      (hc.intervalIntegrable 0 h) fun u hu => ?_
    exact pow_le_pow_left₀ (alpha_nonneg hf hw h)
      (alpha_anti hf hw (pow_le_pow_left₀ hu.1 hu.2 2)) 2
  · refine mul_le_mul_of_nonneg_left ?_ hpi
    refine intervalIntegral.integral_mono_on hh (hc.intervalIntegrable 0 h)
      (continuous_const.intervalIntegrable 0 h) fun u _ => ?_
    exact pow_le_pow_left₀ (alpha_nonneg hf hw u)
      (alpha_anti hf hw (by nlinarith [sq_nonneg u])) 2

/-- For at least one oscillator, with all strengths and frequencies positive, a broadening `h > 0`
strictly lowers `C6`, by at most `(3/π) h` times the squared static polarizability. -/
theorem broadening_loss_bounds [Nonempty ι] {f w : ι → ℝ} (hf : ∀ i, 0 < f i)
    (hw : ∀ i, 0 < w i) {h : ℝ} (hh : 0 < h) :
    0 < C6 f w 0 - C6 f w h ∧
      C6 f w 0 - C6 f w h ≤ 3 / π * alpha f w 0 ^ 2 * h := by
  have hpos : 0 < alpha f w h := by
    unfold alpha
    refine Finset.sum_pos (fun i _ => ?_) Finset.univ_nonempty
    have hfi := hf i
    have hwi := hw i
    positivity
  obtain ⟨hl, hu⟩ := loss_two_sided hf hw hh.le
  exact ⟨lt_of_lt_of_le (by positivity) hl, hu⟩

/-- For positive strengths and frequencies, the loss in `C6` per unit broadening tends to `3/π`
times the squared static polarizability as the broadening tends to zero from above. -/
theorem broadening_loss_rate {f w : ι → ℝ} (hf : ∀ i, 0 < f i) (hw : ∀ i, 0 < w i) :
    Tendsto (fun h : ℝ => (C6 f w 0 - C6 f w h) / h) (𝓝[>] 0)
      (𝓝 (3 / π * alpha f w 0 ^ 2)) := by
  have hc : Continuous fun h : ℝ => 3 / π * alpha f w h ^ 2 :=
    continuous_const.mul ((alpha_continuous f hw).pow 2)
  -- squeeze between the values at the two ends of the lost window
  refine tendsto_of_tendsto_of_tendsto_of_le_of_le'
    ((hc.tendsto 0).mono_left nhdsWithin_le_nhds) tendsto_const_nhds ?_ ?_
  · filter_upwards [self_mem_nhdsWithin] with h hh
    have hh' : 0 < h := hh
    exact (le_div_iff₀ hh').mpr (loss_two_sided hf hw hh'.le).1
  · filter_upwards [self_mem_nhdsWithin] with h hh
    have hh' : 0 < h := hh
    exact (div_le_iff₀ hh').mpr (loss_two_sided hf hw hh'.le).2

/-- For positive strengths and frequencies, any constant `K` that bounds the loss by `K h` for all
sufficiently small `h > 0` is at least `3/π` times the squared static polarizability. -/
theorem loss_constant_optimal {f w : ι → ℝ} (hf : ∀ i, 0 < f i) (hw : ∀ i, 0 < w i)
    {K δ : ℝ} (hδ : 0 < δ)
    (hK : ∀ h, 0 < h → h < δ → C6 f w 0 - C6 f w h ≤ K * h) :
    3 / π * alpha f w 0 ^ 2 ≤ K := by
  refine le_of_tendsto (broadening_loss_rate hf hw) ?_
  filter_upwards [Ioo_mem_nhdsGT hδ] with h hh
  exact (div_le_iff₀ hh.1).mpr (hK h hh.1 hh.2)

end

end BroadenedDispersion
```

```lean
#print axioms BroadenedDispersion.response_shift
#print axioms BroadenedDispersion.broadening_loss_bounds
#print axioms BroadenedDispersion.loss_constant_optimal
```

```
'BroadenedDispersion.response_shift' depends on axioms: [propext, Classical.choice, Quot.sound]
'BroadenedDispersion.broadening_loss_bounds' depends on axioms: [propext, Classical.choice, Quot.sound]
'BroadenedDispersion.loss_constant_optimal' depends on axioms: [propext, Classical.choice, Quot.sound]
```

## From monotonicity to the sharp constant

**Properties of $a$.** `alpha_anti` compares the sums term by term: a larger denominator under a nonnegative numerator gives a smaller fraction. Its hypothesis is $u^2\le v^2$, so it applies to frequencies of either sign. `alpha_nonneg` and `alpha_continuous` also work term by term.

**Integrability.** `alpha_sq_integrable` treats the whole real line. It starts from Mathlib's `integrable_inv_one_add_sq`, the integrability of $1/(1+u^2)$, rescales the variable by $w_i$ and multiplies by $f_i/w_i^2$. The finite sum is then integrable, and `mono'` transfers this to $a^2$ through the bound $a(u)^2\le a(0)a(u)$. Lean assigns the value zero to the integral of a non-integrable function, so this lemma also ensures that `C6` is the intended number.

**The window.** In `loss_eq_window`, the step `hshift` is the substitution $v=u+h$, and `hsplit` cuts the half-line $u>0$ into $0<u\le h$ and $u>h$. After both rewrites, the common tail cancels by `ring`.

**The two bounds.** `loss_two_sided` writes $a(h)^2h$ and $a(0)^2h$ as integrals of constants over the window, using `hconst`. Each inequality then compares two integrals over the same interval, and `intervalIntegral.integral_mono_on` reduces it to a pointwise inequality supplied by `alpha_anti`. `broadening_loss_bounds` adds that $a(h)>0$, which makes the lower bound strictly positive.

**Limit and best constant.** `broadening_loss_rate` applies the squeeze theorem. Its two `filter_upwards` blocks restrict attention to $h>0$, where the bounds may be divided by $h$. `loss_constant_optimal` passes the inequality "quotient at most $K$" to the limit with `le_of_tendsto`; `Ioo_mem_nhdsGT` says that the interval $0<h<\delta$ is enough for this.

## Substitution as a measure-preserving map

The substitution in `hshift` uses no derivative. It rests on the lemma `setIntegral_preimage_emb`, which concerns a map $g$ that preserves measure and is a measurable embedding. For such a map and a set $S$,

$$\int_{g^{-1}(S)} F(g(x))\,dx=\int_S F(y)\,dy .$$

Here $g(x)=x+h$, $F=a^2$ and $S=(h,\infty)$. Two Mathlib facts supply the conditions on $g$: `measurePreserving_add_right`, that translation preserves length, and `measurableEmbedding_addRight`, that it is a measurable embedding.

What remains is to identify the domain on the left. The step `hset` shows that $x+h>h$ holds exactly when $x>0$, so the preimage of $(h,\infty)$ is $(0,\infty)$. Rewriting with it turns the general formula into the one needed.

The lemma does not ask for $F$ to be integrable. Integrability enters in the next step, where `setIntegral_union` splits the half-line into two pieces and requires it on each.
